# Small-q limits of the l = 0 and l = 1 spherical Bessel transforms of a continuous radial function

## Radial functions and their transforms

Let $r_c \ge 0$ be a cut-off radius and $f$ a real function continuous on $[0, r_c]$. For a real wave number $q \neq 0$ and $l = 0, 1$, define

$$F_l(q) = \int_0^{r_c} r^2 f(r)\, j_l(qr)\, dr,$$

with the spherical Bessel functions

$$j_0(x) = \frac{\sin x}{x}, \qquad j_1(x) = \frac{\sin x}{x^2} - \frac{\cos x}{x} \qquad (x \neq 0).$$

No factor $4\pi$ or $(-i)^l$ is included in $F_l$. These factors appear when a function $f(r)\,Y_{lm}(\hat r)$ is Fourier transformed in three dimensions, and including them would multiply the limits below by the same constants.

In plane-wave implementations of the projector augmented-wave (PAW) method, radial functions confined to an augmentation sphere, such as those of the projectors, can be transferred to plane waves through $F_l$. At small $q$ the closed formula for $j_1$ subtracts two large, nearly equal numbers, so rounding errors grow there. The limits and error bounds below give reference values for a tabulated transform at small $q$, for $l = 0$ and $l = 1$ and for exactly evaluated integrals; quadrature and rounding errors come on top.

## The limits and their error bounds

As $q \to 0$ with $q \neq 0$,

$$F_0(q) \to \int_0^{r_c} r^2 f\,dr, \qquad \frac{F_1(q)}{q} \to \frac13 \int_0^{r_c} r^3 f\,dr.$$

For every $q \neq 0$, large or small, the errors satisfy

$$\left|F_0(q) - \int_0^{r_c} r^2 f\,dr\right| \le \frac{q^2}{6}\int_0^{r_c} r^4 |f|\,dr,$$

$$\left|\frac{F_1(q)}{q} - \frac13\int_0^{r_c} r^3 f\,dr\right| \le \frac{q^2}{30}\int_0^{r_c} r^5 |f|\,dr.$$

Up to constant angular factors, the first limit is the monopole moment of a density $f(r)\,Y_{00}(\hat r)$, and the second is a third of the dipole moment of a density $f(r)\,Y_{1m}(\hat r)$. For $f = 1$ and $r_c = 1$ the limits are $1/3$ and $1/12$, with errors of at most $q^2/30$ and $q^2/180$.

## Bounds on the Bessel functions

If $h(0) = 0$ and $h'(x) \ge 0$ for $x \ge 0$, then $h(x) \ge 0$ for $x \ge 0$. This is applied repeatedly, always with $x \ge 0$.

The derivative of $x - \sin x$ is $1 - \cos x \ge 0$, so $x - \sin x \ge 0$. This is in turn the derivative of $\cos x - 1 + x^2/2$, so $1 - \cos x \le x^2/2$. The derivative of $x^3/6 - (x - \sin x)$ is $x^2/2 - (1 - \cos x) \ge 0$, and therefore

$$0 \le x - \sin x \le \frac{x^3}{6}.$$

For $j_1$, set $D(x) = x^3/3 - (\sin x - x\cos x)$. Then

$$D'(x) = x^2 - x \sin x = x(x - \sin x),$$

which lies between $0$ and $x^4/6$. Since $x^4/6$ is the derivative of $x^5/30$, it follows that $0 \le D(x) \le x^5/30$.

For $x > 0$, division gives

$$j_0(x) - 1 = -\frac{x - \sin x}{x}, \qquad \frac{j_1(x)}{x} - \frac13 = -\frac{D(x)}{x^3},$$

and hence

$$|j_0(x) - 1| \le \frac{x^2}{6}, \qquad \left|\frac{j_1(x)}{x} - \frac13\right| \le \frac{x^2}{30}.$$

Both $j_0(x)$ and $j_1(x)/x$ are even, so the bounds hold for all $x \neq 0$.

## From pointwise bounds to the integrals

For $q \neq 0$ and $r > 0$,

$$r^2 j_0(qr) = \frac{r\sin(qr)}{q}, \qquad \frac{r^2 j_1(qr)}{q} = \frac1q\left(\frac{\sin(qr)}{q^2} - \frac{r\cos(qr)}{q}\right).$$

The right-hand sides are continuous in $r$, also at $r = 0$, so the factor $r^2$ has removed the apparent singularity. Putting $x = qr$ into the Bessel bounds gives

$$|r^2 j_0(qr) - r^2| \le \frac{q^2 r^4}{6},$$

$$\left|\frac{r^2 j_1(qr)}{q} - \frac{r^3}{3}\right| = r^3\left|\frac{j_1(qr)}{qr} - \frac13\right| \le \frac{q^2 r^5}{30}.$$

Multiplying by $|f(r)|$ and integrating over $[0, r_c]$ yields the two error bounds. Their right-hand sides are $q^2$ times a constant, so they vanish as $q \to 0$, and both limits follow.

## The statement in Lean

`sphJ0` and `sphJ1` are the closed formulas for $j_0$ and $j_1$. `radialTransform j f rc q` is the integral over $0 \le r \le r_c$ with kernel `j`, so $F_0(q)$ is `radialTransform sphJ0 f rc q`, and $F_1(q)$ has `sphJ1` in the same place.

The function `f` is defined on all of `ℝ`, but `ContinuousOn f (Set.Icc 0 rc)` restricts it only on the closed interval. It may jump to zero beyond $r_c$, and it need not vanish at the origin. The hypothesis `0 ≤ rc` admits $r_c = 0$, where all the integrals are zero.

In `small_q_limits`, `𝓝[≠] 0` means that $q$ approaches zero without taking the value zero, from both sides. The physical case $q = |\mathbf q| > 0$ is included. The two errors are bounded in `transform_zero_error` and `transform_one_error`. Higher $l$, radial grids and the angular part of the Fourier transform are not treated.

## The value at q = 0

Take $f = 1$ and $r_c = 1$, and drop the condition $q \neq 0$. Lean sets division by zero to zero, so `sphJ0 0` is $0$ and not the continuous value $1$. The transform at $q = 0$ is then $0$, while its limit is $1/3$. The error bound would read $1/3 \le 0$, and the limit over a full neighbourhood of zero would fail as well. A program that evaluates $\sin x / x$ literally also needs a separate branch at $x = 0$.

## The complete file

```lean
import Mathlib

open MeasureTheory Filter Topology

namespace PAWBesselTransform

noncomputable section

/-- The spherical Bessel function `j₀(x) = sin x / x`, for `x ≠ 0`. -/
def sphJ0 (x : ℝ) : ℝ := Real.sin x / x

/-- The spherical Bessel function `j₁(x) = sin x / x² - cos x / x`, for `x ≠ 0`. -/
def sphJ1 (x : ℝ) : ℝ := Real.sin x / x ^ 2 - Real.cos x / x

/-- For `rc ≥ 0`, the radial transform `F(q) = ∫ r² f(r) j(q r) dr` over `0 ≤ r ≤ rc`, with kernel
`j`. -/
def radialTransform (j f : ℝ → ℝ) (rc q : ℝ) : ℝ :=
  ∫ r in (0 : ℝ)..rc, r ^ 2 * f r * j (q * r)

/-- A differentiable function that vanishes at the origin and has nonnegative derivative
on the half-line `x ≥ 0` is nonnegative there. -/
theorem nonneg_of_deriv {h h' : ℝ → ℝ} (h0 : h 0 = 0)
    (hd : ∀ x, HasDerivAt h (h' x) x) (hp : ∀ x, 0 ≤ x → 0 ≤ h' x)
    {x : ℝ} (hx : 0 ≤ x) : 0 ≤ h x := by
  have hm : MonotoneOn h (Set.Ici 0) :=
    monotoneOn_of_deriv_nonneg (convex_Ici 0)
      (fun y _ => (hd y).continuousAt.continuousWithinAt)
      (fun y _ => (hd y).differentiableAt.differentiableWithinAt)
      (fun y hy => by
        rw [(hd y).deriv]
        exact hp y (interior_subset hy))
  have h1 := hm (Set.mem_Ici.2 le_rfl) (Set.mem_Ici.2 hx) hx
  linarith

/-- For `x ≥ 0`, the difference `x - sin x` is at most `x³/6`. -/
theorem sub_sin_le {x : ℝ} (hx : 0 ≤ x) : x - Real.sin x ≤ x ^ 3 / 6 := by
  have h := nonneg_of_deriv (h := fun y => y ^ 3 / 6 - (y - Real.sin y))
    (h' := fun y => y ^ 2 / 2 - (1 - Real.cos y)) (by simp)
    (fun y => (((hasDerivAt_pow 3 y).div_const 6).fun_sub
      ((hasDerivAt_id' y).fun_sub (Real.hasDerivAt_sin y))).congr_deriv
        (by push_cast; ring))
    (fun y _ => by linarith [Real.one_sub_sq_div_two_le_cos (x := y)]) hx
  linarith

/-- For `x ≥ 0`, the numerator `sin x - x cos x` of `j₁` lies below `x³/3` by at most
`x⁵/30`. -/
theorem numerator_bounds {x : ℝ} (hx : 0 ≤ x) :
    0 ≤ x ^ 3 / 3 - (Real.sin x - x * Real.cos x) ∧
      x ^ 3 / 3 - (Real.sin x - x * Real.cos x) ≤ x ^ 5 / 30 := by
  -- the difference has derivative y (y - sin y)
  have hd : ∀ y : ℝ, HasDerivAt
      (fun y => y ^ 3 / 3 - (Real.sin y - y * Real.cos y)) (y * (y - Real.sin y)) y :=
    fun y => (((hasDerivAt_pow 3 y).div_const 3).fun_sub
      ((Real.hasDerivAt_sin y).fun_sub
        ((hasDerivAt_id' y).fun_mul (Real.hasDerivAt_cos y)))).congr_deriv
          (by push_cast; ring)
  constructor
  · exact nonneg_of_deriv (by simp) hd
      (fun y hy => mul_nonneg hy (by linarith [Real.sin_le hy])) hx
  · have h := nonneg_of_deriv
      (h := fun y => y ^ 5 / 30 - (y ^ 3 / 3 - (Real.sin y - y * Real.cos y)))
      (h' := fun y => y ^ 4 / 6 - y * (y - Real.sin y)) (by simp)
      (fun y => (((hasDerivAt_pow 5 y).div_const 30).fun_sub (hd y)).congr_deriv
        (by push_cast; ring))
      (fun y hy => by nlinarith [mul_le_mul_of_nonneg_left (sub_sin_le hy) hy]) hx
    linarith

/-- At nonzero argument, `j₀(x)` differs from `1` by at most `x²/6`. -/
theorem sphJ0_bound {x : ℝ} (hx : x ≠ 0) : |sphJ0 x - 1| ≤ x ^ 2 / 6 := by
  have key : ∀ y : ℝ, 0 < y → |sphJ0 y - 1| ≤ y ^ 2 / 6 := by
    intro y hy
    have e : sphJ0 y - 1 = -((y - Real.sin y) / y) := by
      unfold sphJ0
      field_simp
      ring
    have h1 : 0 ≤ y - Real.sin y := by linarith [Real.sin_le hy.le]
    rw [e, abs_neg, abs_of_nonneg (div_nonneg h1 hy.le), div_le_iff₀ hy]
    nlinarith [sub_sin_le hy.le]
  rcases lt_or_gt_of_ne hx with h | h
  · -- j₀ is even
    have e : sphJ0 (-x) = sphJ0 x := by
      simp only [sphJ0, Real.sin_neg]
      ring
    have h1 := key (-x) (by linarith)
    rwa [e, neg_sq] at h1
  · exact key x h

/-- At nonzero argument, `j₁(x)/x` differs from `1/3` by at most `x²/30`. -/
theorem sphJ1_bound {x : ℝ} (hx : x ≠ 0) : |sphJ1 x / x - 1 / 3| ≤ x ^ 2 / 30 := by
  have key : ∀ y : ℝ, 0 < y → |sphJ1 y / y - 1 / 3| ≤ y ^ 2 / 30 := by
    intro y hy
    have e : sphJ1 y / y - 1 / 3 =
        -((y ^ 3 / 3 - (Real.sin y - y * Real.cos y)) / y ^ 3) := by
      unfold sphJ1
      field_simp
      ring
    obtain ⟨h1, h2⟩ := numerator_bounds hy.le
    have h3 : 0 < y ^ 3 := by positivity
    rw [e, abs_neg, abs_of_nonneg (div_nonneg h1 h3.le), div_le_iff₀ h3]
    nlinarith [h2]
  rcases lt_or_gt_of_ne hx with h | h
  · -- j₁ is odd, so j₁(x)/x is even
    have e : sphJ1 (-x) / (-x) = sphJ1 x / x := by
      simp only [sphJ1, Real.sin_neg, Real.cos_neg]
      ring
    have h1 := key (-x) (by linarith)
    rwa [e, neg_sq] at h1
  · exact key x h

/-- If two continuous radial weights differ by at most a continuous `c(r)` for `r > 0`, their
integrals against `f`, continuous on `[0, rc]`, differ by at most the integral of `c |f|`. -/
theorem abs_integral_sub_le {f a b c : ℝ → ℝ} {rc : ℝ} (hrc : 0 ≤ rc)
    (hf : ContinuousOn f (Set.Icc 0 rc)) (ha : Continuous a) (hb : Continuous b)
    (hc : Continuous c) (h : ∀ r, 0 < r → |a r - b r| ≤ c r) :
    |(∫ r in (0 : ℝ)..rc, a r * f r) - ∫ r in (0 : ℝ)..rc, b r * f r| ≤
      ∫ r in (0 : ℝ)..rc, c r * |f r| := by
  have hf' : ContinuousOn f (Set.uIcc 0 rc) := by rwa [Set.uIcc_of_le hrc]
  have ia : IntervalIntegrable (fun r => a r * f r) volume 0 rc :=
    (ha.continuousOn.mul hf').intervalIntegrable
  have ib : IntervalIntegrable (fun r => b r * f r) volume 0 rc :=
    (hb.continuousOn.mul hf').intervalIntegrable
  have ic : IntervalIntegrable (fun r => c r * |f r|) volume 0 rc :=
    (hc.continuousOn.mul hf'.abs).intervalIntegrable
  rw [← intervalIntegral.integral_sub ia ib, ← Real.norm_eq_abs]
  refine intervalIntegral.norm_integral_le_of_norm_le hrc
    (Eventually.of_forall fun r hr => ?_) ic
  show |a r * f r - b r * f r| ≤ c r * |f r|
  rw [← sub_mul, abs_mul]
  exact mul_le_mul_of_nonneg_right (h r hr.1) (abs_nonneg _)

/-- For `f` continuous on `[0, rc]` and `q ≠ 0`, replacing `F₀(q)` by the integral of `r² f`
costs at most `q²/6` times the integral of `r⁴ |f|`. -/
theorem transform_zero_error {f : ℝ → ℝ} {rc q : ℝ} (hrc : 0 ≤ rc)
    (hf : ContinuousOn f (Set.Icc 0 rc)) (hq : q ≠ 0) :
    |radialTransform sphJ0 f rc q - ∫ r in (0 : ℝ)..rc, r ^ 2 * f r| ≤
      q ^ 2 / 6 * ∫ r in (0 : ℝ)..rc, r ^ 4 * |f r| := by
  -- the factor r² removes the apparent singularity at the origin
  have e : radialTransform sphJ0 f rc q =
      ∫ r in (0 : ℝ)..rc, (r * Real.sin (q * r) / q) * f r := by
    unfold radialTransform
    refine intervalIntegral.integral_congr fun r _ => ?_
    rcases eq_or_ne r 0 with rfl | hr
    · simp
    · simp only [sphJ0]
      field_simp
  have h := abs_integral_sub_le hrc hf (a := fun r => r * Real.sin (q * r) / q)
    (b := fun r => r ^ 2) (c := fun r => q ^ 2 / 6 * r ^ 4)
    (by fun_prop) (by fun_prop) (by fun_prop) (fun r hr => by
      have e1 : r * Real.sin (q * r) / q - r ^ 2 = r ^ 2 * (sphJ0 (q * r) - 1) := by
        unfold sphJ0
        field_simp
      rw [e1, abs_mul, abs_of_nonneg (sq_nonneg r)]
      nlinarith [mul_le_mul_of_nonneg_left
        (sphJ0_bound (mul_ne_zero hq hr.ne')) (sq_nonneg r)])
  rw [e]
  simpa only [mul_assoc, intervalIntegral.integral_const_mul] using h

/-- For `f` continuous on `[0, rc]` and `q ≠ 0`, replacing `F₁(q)/q` by one third of the
integral of `r³ f` costs at most `q²/30` times the integral of `r⁵ |f|`. -/
theorem transform_one_error {f : ℝ → ℝ} {rc q : ℝ} (hrc : 0 ≤ rc)
    (hf : ContinuousOn f (Set.Icc 0 rc)) (hq : q ≠ 0) :
    |radialTransform sphJ1 f rc q / q - 1 / 3 * ∫ r in (0 : ℝ)..rc, r ^ 3 * f r| ≤
      q ^ 2 / 30 * ∫ r in (0 : ℝ)..rc, r ^ 5 * |f r| := by
  have e : radialTransform sphJ1 f rc q / q = ∫ r in (0 : ℝ)..rc,
      ((Real.sin (q * r) / q ^ 2 - r * Real.cos (q * r) / q) / q) * f r := by
    unfold radialTransform
    rw [← intervalIntegral.integral_div]
    refine intervalIntegral.integral_congr fun r _ => ?_
    rcases eq_or_ne r 0 with rfl | hr
    · simp
    · simp only [sphJ1]
      field_simp
  have h := abs_integral_sub_le hrc hf
    (a := fun r => (Real.sin (q * r) / q ^ 2 - r * Real.cos (q * r) / q) / q)
    (b := fun r => 1 / 3 * r ^ 3) (c := fun r => q ^ 2 / 30 * r ^ 5)
    (by fun_prop) (by fun_prop) (by fun_prop) (fun r hr => by
      have e1 : (Real.sin (q * r) / q ^ 2 - r * Real.cos (q * r) / q) / q - 1 / 3 * r ^ 3 =
          r ^ 3 * (sphJ1 (q * r) / (q * r) - 1 / 3) := by
        unfold sphJ1
        field_simp
      have h3 : 0 ≤ r ^ 3 := by positivity
      rw [e1, abs_mul, abs_of_nonneg h3]
      nlinarith [mul_le_mul_of_nonneg_left (sphJ1_bound (mul_ne_zero hq hr.ne')) h3])
  rw [e]
  simpa only [mul_assoc, intervalIntegral.integral_const_mul] using h

/-- For `f` continuous on `[0, rc]`, as `q → 0` with `q ≠ 0`, `F₀(q)` tends to the integral
of `r² f` and `F₁(q)/q` tends to one third of the integral of `r³ f`. -/
theorem small_q_limits {f : ℝ → ℝ} {rc : ℝ} (hrc : 0 ≤ rc)
    (hf : ContinuousOn f (Set.Icc 0 rc)) :
    Tendsto (fun q => radialTransform sphJ0 f rc q) (𝓝[≠] 0)
      (𝓝 (∫ r in (0 : ℝ)..rc, r ^ 2 * f r)) ∧
    Tendsto (fun q => radialTransform sphJ1 f rc q / q) (𝓝[≠] 0)
      (𝓝 (1 / 3 * ∫ r in (0 : ℝ)..rc, r ^ 3 * f r)) := by
  -- an error of order q² disappears in the limit
  have squeeze : ∀ (F : ℝ → ℝ) (L d C : ℝ),
      (∀ q, q ≠ 0 → |F q - L| ≤ q ^ 2 / d * C) → Tendsto F (𝓝[≠] 0) (𝓝 L) := by
    intro F L d C hF
    have hc : Continuous fun q : ℝ => q ^ 2 / d * C := by fun_prop
    have h0 : Tendsto (fun q : ℝ => q ^ 2 / d * C) (𝓝[≠] 0) (𝓝 0) := by
      have h1 : Tendsto (fun q : ℝ => q ^ 2 / d * C) (𝓝[≠] 0)
          (𝓝 ((0 : ℝ) ^ 2 / d * C)) := (hc.tendsto 0).mono_left nhdsWithin_le_nhds
      have h2 : (0 : ℝ) ^ 2 / d * C = 0 := by simp
      rwa [h2] at h1
    rw [tendsto_iff_norm_sub_tendsto_zero]
    refine squeeze_zero' (Eventually.of_forall fun _ => norm_nonneg _) ?_ h0
    filter_upwards [self_mem_nhdsWithin] with q hq
    exact hF q hq
  exact ⟨squeeze _ _ _ _ fun q hq => transform_zero_error hrc hf hq,
    squeeze _ _ _ _ fun q hq => transform_one_error hrc hf hq⟩

end

end PAWBesselTransform
```

```lean
#print axioms PAWBesselTransform.small_q_limits
-- 'PAWBesselTransform.small_q_limits' depends on axioms: [propext, Classical.choice, Quot.sound]
```

## Inequalities from the sign of a derivative

The Bessel bounds turn on Mathlib's `monotoneOn_of_deriv_nonneg`. It takes a convex set, a function continuous on that set and differentiable in its interior, and a nonnegative derivative in the interior; it concludes that the function is monotone on the set. In `nonneg_of_deriv` the set is the half-line `Set.Ici 0`. Monotonicity is applied to the points $0$ and $x$, giving $h(0) \le h(x)$, and $h(0) = 0$ finishes the argument.

The Mathlib theorem speaks of `deriv h`, whereas the file supplies an explicit derivative `h'` through `HasDerivAt`. The rewrite with `(hd y).deriv` connects the two. Each application then needs the value $h(0) = 0$, a derivative formula and the sign of the derivative.

`sub_sin_le` uses this once, with the cosine inequality taken from Mathlib. `numerator_bounds` uses it twice, for the lower and the upper bound on $D$. The derivative $x(x - \sin x)$ is established first as `hd` and serves both halves. In these derivative computations, `congr_deriv` replaces the expression produced by the differentiation rules with the simplified one, and `ring` checks that they agree.

## Division, integration and the squeeze

`sphJ0_bound` and `sphJ1_bound` first prove their estimates for positive arguments, in the step called `key`. There `field_simp` and `ring` verify the quotient identities, and `div_le_iff₀` clears the positive denominator. A negative argument is reduced to a positive one by parity.

`abs_integral_sub_le` carries out the integration for general continuous weights `a`, `b` and `c`. If $|a(r) - b(r)| \le c(r)$ for $r > 0$, the integrals of $af$ and $bf$ differ by at most the integral of $c|f|$. The point $r = 0$ plays no part in the comparison, which is why the Bessel bounds are needed only at nonzero argument.

In each of the two error theorems, the identity `e` rewrites the transform with the continuous weight found above. The identity `e1` factors the difference of the weights into a power of $r$ times a Bessel error, to which the pointwise bound applies. Constants such as $q^2/6$ are then taken out of the integral.

Finally, the local statement `squeeze` in `small_q_limits` says that a function within $(q^2/d)\,C$ of $L$ for all $q \neq 0$ tends to $L$. It is applied once to each error bound.
